# Spin lowering can change the mean electron number of a superposition of one- and two-electron states

A single orbital has four basis states: empty, up, down and doubly occupied. The theorem takes the unit vector with amplitude 3/5 on the up state and 4/5 on the doubly occupied state, whose mean electron number is 41/25, and says that the spin-lowering operator sends it to 3/5 times the down state. The normalised down state has electron number 1, so the mean number is not preserved. The attempt first shows that the number operator is the diagonal matrix with entries 0, 1, 1, 2, and then checks the norm, the image and the two expectation values by direct computation.

As first written in Lean, the proof fails:

```lean
import Mathlib

open Matrix

namespace MultipletChargeDensity

noncomputable section

/-- The two spin projections of an electron. -/
inductive Spin
  | up
  | down
  deriving DecidableEq

open Spin

variable {ι n : Type*} [Fintype ι] [DecidableEq ι] [Fintype n] [DecidableEq n]

/-- The spin-lowering operator, which turns an up electron into a down electron in the same
orbital. -/
def lowering (a : ι → Spin → Matrix n n ℂ) : Matrix n n ℂ :=
  ∑ r, (a r down)ᴴ * a r up

/-- The spin-summed operator that moves an electron from orbital `q` to orbital `p`. -/
def excitation (a : ι → Spin → Matrix n n ℂ) (p q : ι) : Matrix n n ℂ :=
  (a p up)ᴴ * a q up + (a p down)ᴴ * a q down

/-- The spin-summed one-particle density matrix of the state `ψ`. -/
def oneMatrix (a : ι → Spin → Matrix n n ℂ) (ψ : n → ℂ) (p q : ι) : ℂ :=
  star ψ ⬝ᵥ excitation a p q *ᵥ ψ

/-- Annihilation matrices of a single orbital in the basis empty, up, down, doubly occupied. -/
def site : Unit → Spin → Matrix (Fin 4) (Fin 4) ℂ
  | _, up => !![0, 1, 0, 0; 0, 0, 0, 0; 0, 0, 0, 1; 0, 0, 0, 0]
  | _, down => !![0, 0, 1, 0; 0, 0, 0, -1; 0, 0, 0, 0; 0, 0, 0, 0]

/-- On a single orbital, `S-` takes the up state to the down state and annihilates the other
basis states. -/
theorem lowering_site :
    lowering site = !![0, 0, 0, 0; 0, 0, 0, 0; 0, 1, 0, 0; 0, 0, 0, 0] := by
  ext i j
  fin_cases i <;> fin_cases j <;>
    simp [lowering, site, Matrix.mul_apply, Fin.sum_univ_four]

/-- The unit superposition 3/5 up + 4/5 doubly occupied has charge 41/25, whereas `S-` takes it
to a multiple of the down state, whose charge is 1. -/
theorem charge_changes_for_superposition :
    star ![0, 3 / 5, 0, 4 / 5] ⬝ᵥ (![0, 3 / 5, 0, 4 / 5] : Fin 4 → ℂ) = 1 ∧
      lowering site *ᵥ ![0, 3 / 5, 0, 4 / 5] = (3 / 5 : ℂ) • ![0, 0, 1, 0] ∧
      oneMatrix site ![0, 3 / 5, 0, 4 / 5] () () = 41 / 25 ∧
      oneMatrix site ![0, 0, 1, 0] () () = 1 := by
  have hE : excitation site () () =
      !![0, 0, 0, 0; 0, 1, 0, 0; 0, 0, 1, 0; 0, 0, 0, 2] := by
    ext i j
    fin_cases i <;> fin_cases j <;>
      simp [excitation, site, Matrix.mul_apply, Fin.sum_univ_four] <;> norm_num
  refine ⟨?_, ?_, ?_, ?_⟩
  · simp [dotProduct, Fin.sum_univ_four] <;> norm_num
  · rw [lowering_site]
    ext i
    fin_cases i <;> simp [Matrix.mulVec, dotProduct, Fin.sum_univ_four]
  · rw [oneMatrix, hE]
    simp [Matrix.mulVec, dotProduct, Fin.sum_univ_four] <;> norm_num
  · rw [oneMatrix, hE]
    simp [Matrix.mulVec, dotProduct, Fin.sum_univ_four]

end

end MultipletChargeDensity
```

Lean reports:

```
Main.lean:58:2: error: unsolved goals
case refine_1
hE : excitation site () () = !![0, 0, 0, 0; 0, 1, 0, 0; 0, 0, 1, 0; 0, 0, 0, 2]
⊢ (starRingEnd ℂ) 3 / (starRingEnd ℂ) 5 * (3 / 5) + (starRingEnd ℂ) 4 / (starRingEnd ℂ) 5 * (4 / 5) = 1
Main.lean:62:2: error: unsolved goals
case refine_3
hE : excitation site () () = !![0, 0, 0, 0; 0, 1, 0, 0; 0, 0, 1, 0; 0, 0, 0, 2]
⊢ (starRingEnd ℂ) 3 / (starRingEnd ℂ) 5 * (3 / 5) + (starRingEnd ℂ) 4 / (starRingEnd ℂ) 5 * (8 / 5) = 41 / 25
```

Cause. Both messages report unsolved goals, one for the norm and one for the value 41/25. In each, the conjugate of the vector has been expanded into terms such as `(starRingEnd ℂ) 3 / (starRingEnd ℂ) 5`. The conjugation has been moved inside the fractions, but `simp` and `norm_num` have not reduced the conjugates of the numerals to the numerals themselves, so the arithmetic cannot be finished.

The repair deals with conjugation before `simp` runs. `h35` and `h45` write 3/5 and 4/5 as real numbers cast into ℂ and apply `Complex.conj_ofReal`, which says that such numbers are their own conjugates. `hstar` extends this to the whole vector, entry by entry. Rewriting with `hstar` in the two failing parts removes the `star`, and only ordinary arithmetic is left for `simp` and `norm_num`.

Putting `norm_num` on its own line in place of `<;> norm_num`, there and in the proof of `hE`, is mere tidying.

Lean accepts the file once it reads:

```diff
@@ -54,12 +54,29 @@
     ext i j
     fin_cases i <;> fin_cases j <;>
-      simp [excitation, site, Matrix.mul_apply, Fin.sum_univ_four] <;> norm_num
+      simp [excitation, site, Matrix.mul_apply, Fin.sum_univ_four]
+    norm_num
+  -- the amplitudes are real
+  have h35 : star (3 / 5 : ℂ) = 3 / 5 := by
+    have h0 : (3 / 5 : ℂ) = ((3 / 5 : ℝ) : ℂ) := by norm_num
+    rw [h0]
+    exact Complex.conj_ofReal _
+  have h45 : star (4 / 5 : ℂ) = 4 / 5 := by
+    have h0 : (4 / 5 : ℂ) = ((4 / 5 : ℝ) : ℂ) := by norm_num
+    rw [h0]
+    exact Complex.conj_ofReal _
+  have hstar : star (![0, 3 / 5, 0, 4 / 5] : Fin 4 → ℂ) = ![0, 3 / 5, 0, 4 / 5] := by
+    ext i
+    fin_cases i
+    exacts [star_zero _, h35, star_zero _, h45]
   refine ⟨?_, ?_, ?_, ?_⟩
-  · simp [dotProduct, Fin.sum_univ_four] <;> norm_num
+  · rw [hstar]
+    simp [dotProduct, Fin.sum_univ_four]
+    norm_num
   · rw [lowering_site]
     ext i
     fin_cases i <;> simp [Matrix.mulVec, dotProduct, Fin.sum_univ_four]
-  · rw [oneMatrix, hE]
-    simp [Matrix.mulVec, dotProduct, Fin.sum_univ_four] <;> norm_num
+  · rw [oneMatrix, hE, hstar]
+    simp [Matrix.mulVec, dotProduct, Fin.sum_univ_four]
+    norm_num
   · rw [oneMatrix, hE]
     simp [Matrix.mulVec, dotProduct, Fin.sum_univ_four]
```
